# For a purely quadratic charging energy, taking the gate charge from g to k − g, with k an integer, takes the thermal mean electron number from N to k − N

An island holds n extra electrons, n being any integer, with Boltzmann weight exp(−b(n − g)²), where g is the gate charge and b > 0 is the charging energy divided by the thermal energy; the model has no other energy term. The mean electron number N(g) is the sum of n times the weight, divided by the sum of the weights. `meanCharge_reflect` states that N(k − g) = k − N(g) for every integer k and real g. The proof starts from the fact that the first moment about the mean is zero, and relabels n as k − n to show that at gate charge k − g the first moment about k − N(g) is zero too. Since that moment is also N(k − g) − (k − N(g)) times the positive partition sum, the two means must agree.

An attempt in Lean 4 with a fault in it:

```lean
import Mathlib

open Real

namespace MeanChargeReflect

noncomputable section

/-- Boltzmann weight of `n` extra electrons (missing ones if `n < 0`) on an island with gate charge
`g`; `b` is the charging energy divided by the thermal energy. -/
def weight (b g : ℝ) (n : ℤ) : ℝ := Real.exp (-b * ((n : ℝ) - g) ^ 2)

/-- Partition sum over all integer electron numbers, for `b > 0`. -/
def partitionSum (b g : ℝ) : ℝ := ∑' n : ℤ, weight b g n

/-- Thermal mean of the electron number at gate charge `g`, for `b > 0`. -/
def meanCharge (b g : ℝ) : ℝ :=
  (∑' n : ℤ, (n : ℝ) * weight b g n) / partitionSum b g

/-- For `b > 0` and gate charges of size at most `R`, the weight and its product with the
electron number are both bounded by one constant times `exp (-|n|)`. -/
theorem weight_bound {b g R : ℝ} (hb : 0 < b) (hg : |g| ≤ R) (n : ℤ) :
    |weight b g n| ≤ Real.exp (1 / b + 2 * R) * Real.exp (-|(n : ℝ)|) ∧
    |(n : ℝ) * weight b g n| ≤ Real.exp (1 / b + 2 * R) * Real.exp (-|(n : ℝ)|) := by
  have hw : 0 < weight b g n := Real.exp_pos _
  -- completing the square
  have key : ∀ c x : ℝ, b * c = 1 → 2 * x ≤ b * x ^ 2 + c := by
    intro c x hc
    have h : b * x ^ 2 + c - 2 * x = b * (x - c) ^ 2 := by
      linear_combination (2 * x - c) * hc
    have h' := mul_nonneg hb.le (sq_nonneg (x - c))
    linarith
  have h1 : 1 + |(n : ℝ)| ≤ Real.exp |(n : ℝ)| := by
    linarith [Real.add_one_le_exp |(n : ℝ)|]
  have h2 := abs_sub_abs_le_abs_sub (n : ℝ) g
  have h3 := key (1 / b) |(n : ℝ) - g| (mul_one_div_cancel hb.ne')
  rw [sq_abs] at h3
  have h4 : (1 + |(n : ℝ)|) * weight b g n
      ≤ Real.exp (1 / b + 2 * R) * Real.exp (-|(n : ℝ)|) := by
    calc (1 + |(n : ℝ)|) * weight b g n
        ≤ Real.exp |(n : ℝ)| * weight b g n := mul_le_mul_of_nonneg_right h1 hw.le
      _ = Real.exp (|(n : ℝ)| + -b * ((n : ℝ) - g) ^ 2) := by
          rw [weight, ← Real.exp_add]
      _ ≤ Real.exp (1 / b + 2 * R + -|(n : ℝ)|) :=
          Real.exp_le_exp.mpr (by linarith)
      _ = _ := Real.exp_add _ _
  have h5 := mul_nonneg (abs_nonneg (n : ℝ)) hw.le
  rw [abs_mul, abs_of_pos hw]
  constructor <;> linarith

lemma summable_bound (C : ℝ) : Summable fun n : ℤ => C * Real.exp (-|(n : ℝ)|) := by
  apply Summable.mul_left
  apply Summable.of_nat_of_neg <;> simpa using Real.summable_exp_neg_nat

lemma summable_weight {b : ℝ} (hb : 0 < b) (g : ℝ) : Summable (weight b g) :=
  Summable.of_norm_bounded (summable_bound _) fun n => (weight_bound hb le_rfl n).1

lemma partitionSum_pos {b : ℝ} (hb : 0 < b) (g : ℝ) : 0 < partitionSum b g :=
  (summable_weight hb g).tsum_pos (fun _ => (Real.exp_pos _).le) 0 (Real.exp_pos _)

/-- For `b > 0` the first moment of the electron number about any reference `c` converges to
the mean deviation from `c` times the partition sum. -/
theorem hasSum_moment {b : ℝ} (hb : 0 < b) (g c : ℝ) :
    HasSum (fun n : ℤ => ((n : ℝ) - c) * weight b g n)
      ((meanCharge b g - c) * partitionSum b g) := by
  have hs : Summable fun n : ℤ => (n : ℝ) * weight b g n :=
    Summable.of_norm_bounded (summable_bound _) fun n => (weight_bound hb le_rfl n).2
  have h := hs.hasSum.sub ((summable_weight hb g).hasSum.mul_left c)
  have hN : meanCharge b g * partitionSum b g = ∑' n : ℤ, (n : ℝ) * weight b g n :=
    div_mul_cancel₀ _ (partitionSum_pos hb g).ne'
  have hf : (fun n : ℤ => ((n : ℝ) - c) * weight b g n)
      = fun n : ℤ => (n : ℝ) * weight b g n - c * weight b g n := by
    funext n
    ring
  rw [sub_mul, hN, hf]
  exact h

/-- Electron-hole symmetry: for `b > 0` and every integer `k`, reflecting the gate charge
to `k - g` reflects the mean electron number to `k - N(g)`. -/
theorem meanCharge_reflect {b : ℝ} (hb : 0 < b) (k : ℤ) (g : ℝ) :
    meanCharge b ((k : ℝ) - g) = (k : ℝ) - meanCharge b g := by
  have h0 := (hasSum_moment hb g (meanCharge b g)).neg
  rw [sub_self, zero_mul, neg_zero] at h0
  -- relabel the electron numbers by n ↦ k - n
  have h1 : HasSum (fun n : ℤ => ((n : ℝ) - ((k : ℝ) - meanCharge b g))
      * weight b ((k : ℝ) - g) n) 0 := by
    refine (Equiv.subLeft k).hasSum_iff.mp ?_
    convert h0 using 1
    funext n
    have e : weight b ((k : ℝ) - g) (k - n) = weight b g n := by
      unfold weight
      push_cast
      congr 1
      ring
    show (((k - n : ℤ) : ℝ) - ((k : ℝ) - meanCharge b g)) * weight b ((k : ℝ) - g) (k - n)
      = -(((n : ℝ) - meanCharge b g) * weight b g n)
    rw [e]
    push_cast
    ring
  have h2 := (hasSum_moment hb ((k : ℝ) - g) ((k : ℝ) - meanCharge b g)).unique h1
  exact sub_eq_zero.mp ((mul_eq_zero.mp h2).resolve_right (partitionSum_pos hb _).ne')

end

end MeanChargeReflect
```

The compiler's answer:

```
Main.lean:89:4: error: Tactic `apply` failed: could not unify the conclusion of `@funext`
  ?f = ?g
with the goal
  instAddCommMonoid = instAddCommGroup.toAddCommMonoid

Note: The full type of `@funext` is
  ∀ {α : Sort ?u.51} {β : α → Sort ?u.50} {f g : (x : α) → β x}, (∀ (x : α), f x = g x) → f = g

case e'_3
b : ℝ
hb : 0 < b
k : ℤ
g : ℝ
h0 : HasSum (fun b_1 => -((↑b_1 - meanCharge b g) * weight b g b_1)) 0
⊢ instAddCommMonoid = instAddCommGroup.toAddCommMonoid
```

What went wrong. The error is at `funext n`, which proves that two functions are equal. The goal it met was an equality between two `AddCommMonoid` structures, which `funext` cannot unify with its conclusion.

That goal came from `convert h0 using 1`. `HasSum` takes the additive structure as an argument. In `h0`, which was made with `.neg`, this structure is derived from an additive commutative group, while the goal has `instAddCommMonoid` directly. `convert` did not close the equality of the two and left it as the first goal, where `funext` then acted.

The repair does without `convert`. It states the equality of the summands as `hf`, so that `funext n` meets an equality of functions; the steps that prove it are the old ones, moved. Then `rw [hf]` puts the summand of `h0` into the goal, and `exact h0` closes it, because the two structures are equal by definition and `exact` can check this by unfolding them.

The repair, with which the file compiles:

```diff
@@ -86,16 +86,20 @@
       * weight b ((k : ℝ) - g) n) 0 := by
     refine (Equiv.subLeft k).hasSum_iff.mp ?_
-    convert h0 using 1
-    funext n
-    have e : weight b ((k : ℝ) - g) (k - n) = weight b g n := by
-      unfold weight
+    have hf : (fun n : ℤ => ((n : ℝ) - ((k : ℝ) - meanCharge b g))
+        * weight b ((k : ℝ) - g) n) ∘ ⇑(Equiv.subLeft k)
+        = fun n : ℤ => -(((n : ℝ) - meanCharge b g) * weight b g n) := by
+      funext n
+      have e : weight b ((k : ℝ) - g) (k - n) = weight b g n := by
+        unfold weight
+        push_cast
+        congr 1
+        ring
+      show (((k - n : ℤ) : ℝ) - ((k : ℝ) - meanCharge b g)) * weight b ((k : ℝ) - g) (k - n)
+        = -(((n : ℝ) - meanCharge b g) * weight b g n)
+      rw [e]
       push_cast
-      congr 1
       ring
-    show (((k - n : ℤ) : ℝ) - ((k : ℝ) - meanCharge b g)) * weight b ((k : ℝ) - g) (k - n)
-      = -(((n : ℝ) - meanCharge b g) * weight b g n)
-    rw [e]
-    push_cast
-    ring
+    rw [hf]
+    exact h0
   have h2 := (hasSum_moment hb ((k : ℝ) - g) ((k : ℝ) - meanCharge b g)).unique h1
   exact sub_eq_zero.mp ((mul_eq_zero.mp h2).resolve_right (partitionSum_pos hb _).ne')
```
